# Counting Inequivalent Binary Configurations at Fixed Composition from the Cycles of a Finite Symmetry Group

## Sites, configurations and cycles

Let S be a finite set of sites, each occupied by an atom of species A or B. A configuration with k B atoms is given by the set s ⊆ S of sites that B occupies, with |s| = k. The remaining sites carry A.

Let G be a finite group of symmetry operations acting on S. An operation g moves the B atoms, so it sends s to

g·s = {g·x : x ∈ s}.

This preserves the number of B atoms. Two configurations are equivalent if some g in G takes one to the other, and the inequivalent structures are the orbits of this action. Write N(k) for their number.

Each g permutes the sites; call the permutation σ. Two sites x and y lie on the same cycle of σ if σ^i x = y for some integer i. A site that σ leaves in place is a cycle of length one and counts as such throughout. For a cycle c, let L(c) be the number of sites on it. The cycle polynomial of σ is

P_σ(t) = ∏_c (1 + t^L(c)),

with the product over all cycles of σ. We write P_g for the polynomial of the permutation that g induces, and [t^k] for the coefficient of t^k.

## The counting identity and its Lean form

The result is

N(k) · |G| = Σ_g [t^k] P_g(t), with the sum over all g in G.

It is the two-species case of Pólya enumeration, resolved by composition. For a binary alloy on one finite cell with a given symmetry group, it gives the number of structures in a complete list of inequivalent configurations with k B atoms, which can be used as a check, for instance when candidates for fitting a cluster expansion are generated.

In Lean the identity is `numStructures_mul_card`. Its ingredients correspond to the physics as follows.

- `Config S k` is a configuration: a finite set `sitesB` together with a proof that it has `k` elements.
- `MulAction G S` says that the group acts on the sites. Different operations may induce the same permutation; each then contributes its own term to the sum.
- `numStructures G S k` is N(k), the number of orbits of `G` on `Config S k`.
- `SiteCycle σ` is the type of cycles, defined as classes of the same-cycle relation, which is why fixed sites are included. `cycleLength` is L(c).
- `cyclePoly σ` is P_σ, a polynomial with natural-number coefficients whose variable `X` plays the role of t.

The identity is stated as a product, so no division occurs. It holds for every k, including k > |S|, where both sides vanish, and for an empty set of sites.

The group is an input. For a periodic supercell, putting the translations of the underlying lattice into G, with those that differ by a supercell period identified, ensures that translated copies count as equivalent. Without them, translated copies can be counted as different structures. The theorem does not construct that group, compare cells of different shape, or remove configurations that repeat a smaller cell. Nor does it cover three or more species, or say anything about energies.

## From invariant sets to the coefficient

Fix a permutation σ of S. Call s invariant if, for every site x, σx ∈ s exactly when x ∈ s.

**An invariant set contains all or none of each cycle.** Applying the condition n times gives σ^n x ∈ s exactly when x ∈ s. If y = σ^n x, then x and y are both in s or both outside. If y = σ^(−n) x, then x = σ^n y, and the same conclusion follows.

**The size of a union of cycles.** Let T be a set of cycles and U(T) the set of sites on them. Distinct cycles are disjoint, so

|U(T)| = Σ_{c ∈ T} L(c).

**Expanding the product.** From each factor 1 + t^L(c) one takes either 1 or the power of t. Letting T be the set of cycles for which the power is taken,

P_σ(t) = Σ_T t^(Σ_{c ∈ T} L(c)).

Hence [t^k] P_σ is the number of selections T whose lengths add up to k, that is, with |U(T)| = k.

**Selections are invariant sets.** Each U(T) is invariant, because x and σx lie on the same cycle. Different selections give different sets, because every cycle contains a site. Every invariant s arises in this way: take T to be the cycles that meet s; by the first step they lie wholly inside s. Therefore

[t^k] P_σ = number of invariant sets s with |s| = k.

## Summing over the group

A configuration s satisfies g·s = s exactly when s is invariant under the permutation induced by g. So [t^k] P_g is the number of configurations with k B atoms that g fixes.

Now count the pairs (g, s) with g·s = s and |s| = k in two ways. Summing over g first gives Σ_g [t^k] P_g. Summing over s first, each s contributes the order of its stabiliser, which is |G| divided by the size of the orbit of s. The members of one orbit together contribute |G|, and there are N(k) orbits. The total is N(k) · |G|, which proves the identity.

## Species exchange and a lower bound

If k + l = |S|, then N(k) = N(l). The complement of an invariant set is invariant, and complements turn sets of k sites into sets of l sites. The two sums over g therefore agree term by term, and |G| > 0 can be cancelled. This is `numStructures_exchange`.

The identity operation fixes every configuration, so its term is the binomial coefficient C(|S|, k). The other terms are not negative, hence

C(|S|, k) ≤ N(k) · |G|.

This is `choose_le_numStructures_mul_card`. Symmetry can reduce the number of structures by at most a factor |G|.

## An incomplete list of operations

The operations must form a group. Take three sites on a ring and keep only the identity and the rotation r by one site, leaving out r². For k = 1 the identity contributes 3. The rotation has a single cycle of length three, with polynomial 1 + t³, and contributes 0. The sum is 3. Repeated use of r makes all three placements of the B atom equivalent, so there is one structure, and one structure times two operations is 2, not 3. With r² restored, which also contributes 0, both sides equal 3.

## The complete Lean file

```lean
import Mathlib

open Polynomial

namespace AlloyEnumeration

noncomputable section

open scoped Classical

variable {S : Type*} [Fintype S] {G : Type*} [Group G] [MulAction G S]

/-- A configuration of a binary alloy on the sites `S` with exactly `k` atoms of species B,
given by the set of sites that B occupies. -/
@[ext]
structure Config (S : Type*) (k : ℕ) where
  /-- The sites occupied by species B. -/
  sitesB : Finset S
  card_eq : sitesB.card = k

instance (k : ℕ) : Finite (Config S k) :=
  Finite.of_injective (fun c : Config S k => c.sitesB) (fun _ _ h => Config.ext h)

/-- The set of sites obtained by moving every site of `s` with the symmetry operation `g`. -/
def move {S : Type*} [MulAction G S] (g : G) (s : Finset S) : Finset S :=
  s.map (MulAction.toPerm g : Equiv.Perm S).toEmbedding

/-- A site lies in the moved set exactly when the inverse operation brings it into the
original set. -/
theorem mem_move {S : Type*} [MulAction G S] (g : G) (s : Finset S) (x : S) :
    x ∈ move g s ↔ g⁻¹ • x ∈ s := by
  unfold move
  rw [Finset.mem_map_equiv]
  rfl

/-- Symmetry operations act on configurations by moving the B atoms. -/
instance {S : Type*} [MulAction G S] (k : ℕ) : MulAction G (Config S k) where
  smul g c := ⟨move g c.sitesB, by unfold move; rw [Finset.card_map]; exact c.card_eq⟩
  one_smul c := by
    apply Config.ext
    change move (1 : G) c.sitesB = c.sitesB
    ext x
    rw [mem_move, inv_one, one_smul]
  mul_smul g h c := by
    apply Config.ext
    change move (g * h) c.sitesB = move g (move h c.sitesB)
    ext x
    rw [mem_move, mem_move, mem_move, mul_inv_rev, mul_smul]

/-- The number of symmetry-inequivalent configurations with exactly `k` B atoms. -/
def numStructures (G S : Type*) [Group G] [MulAction G S] (k : ℕ) : ℕ :=
  Nat.card (Quotient (MulAction.orbitRel G (Config S k)))

/-- The cycles of a permutation of the sites, fixed sites included. -/
def SiteCycle (σ : Equiv.Perm S) : Type _ := Quotient (Equiv.Perm.SameCycle.setoid σ)

/-- The cycle through a given site. -/
def cycleAt (σ : Equiv.Perm S) (x : S) : SiteCycle σ :=
  Quotient.mk (Equiv.Perm.SameCycle.setoid σ) x

omit [Fintype S] in
/-- Every cycle passes through some site. -/
theorem cycleAt_surjective (σ : Equiv.Perm S) : Function.Surjective (cycleAt σ) :=
  fun c => Quotient.exists_rep c

instance (σ : Equiv.Perm S) : Fintype (SiteCycle σ) :=
  haveI : Finite (SiteCycle σ) := Finite.of_surjective _ (cycleAt_surjective σ)
  Fintype.ofFinite _

/-- The length of a cycle: the number of sites on it. -/
def cycleLength (σ : Equiv.Perm S) (c : SiteCycle σ) : ℕ :=
  (Finset.univ.filter (fun x => cycleAt σ x = c)).card

/-- The product of `1 + t ^ length` over all cycles of a permutation, fixed sites included. -/
def cyclePoly (σ : Equiv.Perm S) : ℕ[X] := ∏ c : SiteCycle σ, (1 + X ^ cycleLength σ c)

omit [Fintype S] in
/-- If a set of sites is invariant under a permutation, two sites on the same cycle are either
both in the set or both outside it. -/
theorem mem_iff_of_same_cycle (σ : Equiv.Perm S) (s : Finset S)
    (hs : ∀ x, σ x ∈ s ↔ x ∈ s) {x y : S} (h : cycleAt σ x = cycleAt σ y) :
    x ∈ s ↔ y ∈ s := by
  have hpow : ∀ (n : ℕ) (z : S), (σ ^ n) z ∈ s ↔ z ∈ s := by
    intro n z
    induction n with
    | zero => simp
    | succ n ih => rw [pow_succ', Equiv.Perm.mul_apply, hs, ih]
  have h' : σ.SameCycle x y := Quotient.exact h
  obtain ⟨i, hi⟩ := h'
  obtain ⟨n, rfl | rfl⟩ := i.eq_nat_or_neg
  · rw [zpow_natCast] at hi
    rw [← hi, hpow]
  · rw [zpow_neg, zpow_natCast, Equiv.Perm.inv_eq_iff_eq] at hi
    rw [hi, hpow]

/-- The number of sites covered by a selection of cycles is the sum of their lengths. -/
theorem card_union_cycles (σ : Equiv.Perm S) (T : Finset (SiteCycle σ)) :
    (Finset.univ.filter (fun x => cycleAt σ x ∈ T)).card = ∑ c ∈ T, cycleLength σ c := by
  rw [Finset.card_eq_sum_card_fiberwise (f := cycleAt σ) (t := T)
    (fun x hx => by simpa using hx)]
  refine Finset.sum_congr rfl fun c hc => ?_
  unfold cycleLength
  congr 1
  ext x
  simp only [Finset.mem_filter, Finset.mem_univ, true_and]
  exact ⟨And.right, fun h => ⟨h ▸ hc, h⟩⟩

/-- The coefficient of `t ^ k` in the cycle polynomial counts the sets of `k` sites that the
permutation leaves invariant. -/
theorem coeff_cyclePoly (σ : Equiv.Perm S) (k : ℕ) :
    (cyclePoly σ).coeff k =
      Nat.card {s : Finset S // s.card = k ∧ ∀ x, σ x ∈ s ↔ x ∈ s} := by
  -- expand the product: each term selects the cycles that are filled with B
  have hexp : (cyclePoly σ).coeff k = (Finset.univ.filter
      (fun T : Finset (SiteCycle σ) => k = ∑ c ∈ T, cycleLength σ c)).card := by
    unfold cyclePoly
    rw [Finset.prod_one_add, Finset.powerset_univ, Polynomial.finsetSum_coeff, Finset.card_filter]
    refine Finset.sum_congr rfl fun T _ => ?_
    rw [Finset.prod_pow_eq_pow_sum, coeff_X_pow]
  rw [hexp, Nat.card_eq_fintype_card, Fintype.card_subtype]
  -- selections of cycles correspond to invariant sets of sites
  refine Finset.card_bij (fun T _ => Finset.univ.filter (fun x => cycleAt σ x ∈ T)) ?_ ?_ ?_
  · intro T hT
    have hk := (Finset.mem_filter.mp hT).2
    refine Finset.mem_filter.mpr ⟨Finset.mem_univ _, ?_, fun x => ?_⟩
    · rw [card_union_cycles, ← hk]
    · have hx : cycleAt σ (σ x) = cycleAt σ x :=
        Quotient.sound (show σ.SameCycle (σ x) x from ⟨-1, by simp⟩)
      simp only [Finset.mem_filter, Finset.mem_univ, true_and, hx]
  · intro T _ T' _ h
    ext c
    obtain ⟨x, rfl⟩ := cycleAt_surjective σ c
    simpa using Finset.ext_iff.mp h x
  · intro s hs
    obtain ⟨hk, hinv⟩ := (Finset.mem_filter.mp hs).2
    have hset : Finset.univ.filter (fun x => cycleAt σ x ∈ s.image (cycleAt σ)) = s := by
      ext x
      simp only [Finset.mem_filter, Finset.mem_univ, true_and, Finset.mem_image]
      exact ⟨fun ⟨y, hy, h⟩ => (mem_iff_of_same_cycle σ s hinv h).mp hy,
        fun hx => ⟨x, hx, rfl⟩⟩
    refine ⟨s.image (cycleAt σ), Finset.mem_filter.mpr ⟨Finset.mem_univ _, ?_⟩, hset⟩
    rw [← card_union_cycles, hset, hk]

omit [Fintype S] in
/-- A symmetry operation fixes a configuration exactly when it leaves the set of B sites
invariant. -/
theorem smul_eq_iff {k : ℕ} (g : G) (c : Config S k) :
    g • c = c ↔ ∀ x, (MulAction.toPerm g : Equiv.Perm S) x ∈ c.sitesB ↔ x ∈ c.sitesB := by
  constructor
  · intro h x
    have hx : g • x ∈ (g • c).sitesB ↔ x ∈ c.sitesB := by
      change g • x ∈ move g c.sitesB ↔ _
      rw [mem_move, inv_smul_smul]
    rw [h] at hx
    exact hx
  · intro h
    apply Config.ext
    change move g c.sitesB = c.sitesB
    ext x
    have hx := h (g⁻¹ • x)
    rw [MulAction.toPerm_apply, smul_inv_smul] at hx
    rw [mem_move, hx]

/-- **Enumeration at fixed composition.** The number of inequivalent configurations with exactly
`k` B atoms, times the order of the group, is the sum over all symmetry operations of the
coefficient of `t ^ k` in the product of `1 + t ^ length` over their cycles. -/
theorem numStructures_mul_card [Fintype G] (k : ℕ) :
    numStructures G S k * Nat.card G =
      ∑ g : G, (cyclePoly (MulAction.toPerm g : Equiv.Perm S)).coeff k := by
  let : Fintype (Quotient (MulAction.orbitRel G (Config S k))) := Fintype.ofFinite _
  let : ∀ g : G, Fintype (MulAction.fixedBy (Config S k) g) := fun _ => Fintype.ofFinite _
  -- orbit counting: sum the numbers of configurations fixed by each operation
  have h := MulAction.sum_card_fixedBy_eq_card_orbits_mul_card_group G (Config S k)
  simp only [← Nat.card_eq_fintype_card] at h
  unfold numStructures
  refine h.symm.trans (Finset.sum_congr rfl fun g _ => ?_)
  rw [coeff_cyclePoly]
  exact Nat.card_congr
    { toFun := fun c => ⟨c.1.sitesB, c.1.card_eq, (smul_eq_iff g c.1).mp c.2⟩
      invFun := fun s => ⟨⟨s.1, s.2.1⟩, (smul_eq_iff g ⟨s.1, s.2.1⟩).mpr s.2.2⟩
      left_inv := fun _ => rfl
      right_inv := fun _ => rfl }

/-- Exchanging the two species: if `k + l` is the number of sites, there are as many inequivalent
configurations with `k` B atoms as with `l` B atoms. -/
theorem numStructures_exchange [Fintype G] {k l : ℕ} (h : k + l = Fintype.card S) :
    numStructures G S k = numStructures G S l := by
  refine Nat.eq_of_mul_eq_mul_right (Nat.card_pos : 0 < Nat.card G) ?_
  rw [numStructures_mul_card, numStructures_mul_card]
  refine Finset.sum_congr rfl fun g _ => ?_
  rw [coeff_cyclePoly, coeff_cyclePoly]
  -- the complement of an invariant set is invariant
  exact Nat.card_congr
    { toFun := fun s => ⟨s.1ᶜ, by rw [Finset.card_compl, s.2.1]; omega,
        fun x => by rw [Finset.mem_compl, Finset.mem_compl, s.2.2 x]⟩
      invFun := fun s => ⟨s.1ᶜ, by rw [Finset.card_compl, s.2.1]; omega,
        fun x => by rw [Finset.mem_compl, Finset.mem_compl, s.2.2 x]⟩
      left_inv := fun s => Subtype.ext (compl_compl s.1)
      right_inv := fun s => Subtype.ext (compl_compl s.1) }

/-- The number of inequivalent configurations with `k` B atoms, times the order of the group,
is at least the number of ways to choose `k` sites. -/
theorem choose_le_numStructures_mul_card [Fintype G] (k : ℕ) :
    (Fintype.card S).choose k ≤ numStructures G S k * Nat.card G := by
  -- the identity operation alone contributes the binomial coefficient
  have h1 : (cyclePoly (MulAction.toPerm (1 : G) : Equiv.Perm S)).coeff k =
      (Fintype.card S).choose k := by
    rw [coeff_cyclePoly, ← Fintype.card_finset_len (α := S), ← Nat.card_eq_fintype_card]
    exact Nat.card_congr (Equiv.subtypeEquivRight fun s =>
      ⟨And.left, fun h => ⟨h, fun x => by rw [MulAction.toPerm_apply, one_smul]⟩⟩)
  rw [numStructures_mul_card, ← h1]
  exact Finset.single_le_sum
    (f := fun g : G => (cyclePoly (MulAction.toPerm g : Equiv.Perm S)).coeff k)
    (fun _ _ => Nat.zero_le _) (Finset.mem_univ 1)

end

end AlloyEnumeration
```

```lean
#print axioms AlloyEnumeration.numStructures_mul_card
#print axioms AlloyEnumeration.numStructures_exchange
#print axioms AlloyEnumeration.choose_le_numStructures_mul_card
```

```
'AlloyEnumeration.numStructures_mul_card' depends on axioms: [propext, Classical.choice, Quot.sound]
'AlloyEnumeration.numStructures_exchange' depends on axioms: [propext, Classical.choice, Quot.sound]
'AlloyEnumeration.choose_le_numStructures_mul_card' depends on axioms: [propext, Classical.choice, Quot.sound]
```

## How the Lean proof follows the derivation

**The action on configurations.** `mem_move` describes the moved set by its members: x is in g·s exactly when g⁻¹·x is in s. With this, the `MulAction` instance checks that the identity does nothing and that a product acts as its factors in succession, using (gh)⁻¹ = h⁻¹g⁻¹. Configurations are finite in number because each is determined by its set of B sites.

**Cycles.** `cycleAt` sends a site to its cycle, and `cycleAt_surjective` records that every cycle contains a site. This gives the finiteness of the set of cycles and, later, the injectivity of T ↦ U(T). `mem_iff_of_same_cycle` is the all-or-none step: an induction handles the powers σ^n, and the integer exponent is then split into the cases n and −n. `card_union_cycles` counts the sites of U(T) cycle by cycle.

**The coefficient.** `coeff_cyclePoly` has two parts. The auxiliary statement `hexp` expands the product with `Finset.prod_one_add`, collects the exponents and reads off the coefficient, which leaves the number of selections with total length k. `Finset.card_bij` then asks for three things about T ↦ U(T): that it lands in the invariant sets of size k, that it is injective, and that it is surjective. For the last, the selection belonging to s is `s.image (cycleAt σ)`, the cycles that meet s, and `hset` shows that their union is s again.

**The main identity.** `smul_eq_iff` translates "g fixes the configuration" into "the B set is invariant". The double count of pairs comes from Mathlib as `MulAction.sum_card_fixedBy_eq_card_orbits_mul_card_group`. The proof of `numStructures_mul_card` compares the two sums term by term: `coeff_cyclePoly` rewrites the coefficient as a number of invariant sets, and an explicit bijection matches these with the configurations fixed by g.

**The two consequences.** `numStructures_exchange` multiplies both sides by |G|, applies the main identity twice and matches invariant sets with their complements. For the lower bound, `h1` evaluates the identity's term by observing that every set of k sites is invariant, without factorising the polynomial as (1 + t)^|S|. `Finset.single_le_sum` then bounds this one term by the whole sum.
